# The difference of a finite matrix's Green functions at two complex energies is proportional to their product

The Green function of a finite complex square matrix A at a complex energy z is the inverse of z − A, written G(z). The theorem says that G(w) − G(z) = (z − w) G(w) G(z) whenever neither w nor z is an eigenvalue of A, a condition stated as two non-zero determinants. A need not be Hermitian. The proof inserts the identity matrix to write G(w) as G(w)(z − A)G(z) and G(z) as G(w)(w − A)G(z). It then factors out G(w) on the left and G(z) on the right, and the difference left in the middle is (z − w) times the identity.

This version doesn't compile in Lean 4 with Mathlib:

```lean
import Mathlib

open Matrix Filter Topology
open scoped ComplexOrder

namespace ResolventIdentity

noncomputable section

variable {n : Type*} [Fintype n] [DecidableEq n]

/-- The Green function `(z - A)⁻¹` of a finite matrix `A`, for `z` not an eigenvalue of `A`. -/
def green (A : Matrix n n ℂ) (z : ℂ) : Matrix n n ℂ := (z • (1 : Matrix n n ℂ) - A)⁻¹

/-- The resolvent identity `G(w) - G(z) = (z - w) G(w) G(z)`, for `w` and `z` not eigenvalues. -/
theorem resolvent_identity {A : Matrix n n ℂ} {w z : ℂ}
    (hw : (w • (1 : Matrix n n ℂ) - A).det ≠ 0) (hz : (z • (1 : Matrix n n ℂ) - A).det ≠ 0) :
    green A w - green A z = (z - w) • (green A w * green A z) := by
  have h1 : green A w * (w • (1 : Matrix n n ℂ) - A) = 1 :=
    Matrix.nonsing_inv_mul _ (isUnit_iff_ne_zero.mpr hw)
  have h2 : (z • (1 : Matrix n n ℂ) - A) * green A z = 1 :=
    Matrix.mul_nonsing_inv _ (isUnit_iff_ne_zero.mpr hz)
  have h3 : (z • (1 : Matrix n n ℂ) - A) - (w • (1 : Matrix n n ℂ) - A)
      = (z - w) • (1 : Matrix n n ℂ) := by
    rw [sub_smul]; abel
  calc green A w - green A z
      = green A w * ((z • (1 : Matrix n n ℂ) - A) * green A z)
        - (green A w * (w • (1 : Matrix n n ℂ) - A)) * green A z := by
        rw [h1, h2, mul_one, one_mul]
    _ = green A w * ((z • (1 : Matrix n n ℂ) - A) - (w • (1 : Matrix n n ℂ) - A))
        * green A z := by
        rw [mul_sub, sub_mul, mul_assoc (green A w) _ (green A z)]
    _ = (z - w) • (green A w * green A z) := by
        rw [h3, mul_smul_comm, mul_one, smul_mul_assoc]

end

end ResolventIdentity
```

The error:

```
Main.lean:31:23: error: unsolved goals
n : Type u_1
inst✝¹ : Fintype n
inst✝ : DecidableEq n
A : Matrix n n ℂ
w z : ℂ
hw : (w • 1 - A).det ≠ 0
hz : (z • 1 - A).det ≠ 0
h1 : green A w * (w • 1 - A) = 1
h2 : (z • 1 - A) * green A z = 1
h3 : z • 1 - A - (w • 1 - A) = (z - w) • 1
⊢ green A w * (z • 1 * green A z - A * green A z) - (green A w * w • 1 - green A w * A) * green A z =
    green A w * ((z • 1 - A - (w • 1 - A)) * green A z)
```

The one message, `unsolved goals`, says that the rewrites in the second `calc` step all ran but left an equation whose sides still differ in form. That step needs only distributivity and associativity, but `rw` picks one instance of a pattern and rewrites only the copies of that instance. Here `mul_sub` expanded the product of `green A w` with `w • 1 - A`, and not the product with the larger difference on the right-hand side. `sub_mul` then expanded `(z • 1 - A) * green A z`, again on the left. `mul_assoc` only moved the brackets on the right, where the difference stayed whole.

The repair adds `h4`, which states the factoring for arbitrary matrices `X`, `P`, `Q` and `Y`. `noncomm_ring` proves it by multiplying out and regrouping both sides without assuming that matrices commute. The step has exactly the form of `h4`, with `z • 1 - A` as `P` and `w • 1 - A` as `Q`, so `h4 _ _ _ _` replaces the rewrites and Lean fills in the four matrices by matching.

Fix (accepted with no message):

```diff
@@ -24,4 +24,7 @@
       = (z - w) • (1 : Matrix n n ℂ) := by
     rw [sub_smul]; abel
+  have h4 : ∀ X P Q Y : Matrix n n ℂ, X * (P * Y) - (X * Q) * Y = X * (P - Q) * Y := by
+    intro X P Q Y
+    noncomm_ring
   calc green A w - green A z
       = green A w * ((z • (1 : Matrix n n ℂ) - A) * green A z)
@@ -29,6 +32,5 @@
         rw [h1, h2, mul_one, one_mul]
     _ = green A w * ((z • (1 : Matrix n n ℂ) - A) - (w • (1 : Matrix n n ℂ) - A))
-        * green A z := by
-        rw [mul_sub, sub_mul, mul_assoc (green A w) _ (green A z)]
+        * green A z := h4 _ _ _ _
     _ = (z - w) • (green A w * green A z) := by
         rw [h3, mul_smul_comm, mul_one, smul_mul_assoc]
```
